# The largest weight of a normalized occupied state in a region is the top eigenvalue of the projector's block

Suppose an occupied orbital, meaning any normalized state in the occupied space, has 90% of its weight inside a chosen localization region. That number alone does not tell whether the region is too small or whether another occupied orbital would fit better. Enlarging the region may then be wasted effort, and further optimization of the orbital may be hopeless. The largest eigenvalue $\mu$ of one block of the projector onto the occupied space answers both questions. If $\mu>0.9$, another occupied orbital fits better; if $\mu<1$, no occupied orbital fits completely. Both can hold at once.

## The bound and the state that attains it

Take finitely many sites with an orthonormal basis, a nonzero Hermitian projector $P$, and a nonempty region $R$. A state $\psi$ is occupied if $P\psi=\psi$. Its weight in $R$ is $w_R(\psi)=\sum_{i\in R}|\psi_i|^2$, and $\psi_R$ denotes its restriction to $R$. Let $P_{RR}$ be the block of $P$ with both indices in $R$, and $\mu$ its largest eigenvalue. The claim is that $\mu$ is the largest weight in $R$ of a normalized occupied state.

Let $C$ consist of the full-length columns of $P$ belonging to $R$. For $i,j\in R$ and occupied $\psi$,

$$(C^\dagger C)_{ij}=\sum_k P_{ik}P_{kj}=P_{ij},\qquad (C^\dagger\psi)_i=\sum_k P_{ik}\psi_k=\psi_i .$$

Hence $C^\dagger C=P_{RR}$ and $C^\dagger\psi=\psi_R$. Also $PC=C$, because $P^2=P$.

Expanding a vector $u$ on $R$ in orthonormal eigenvectors of $P_{RR}$, with eigenvalues $\lambda_j$ and coefficients $c_j$, gives

$$u^\dagger P_{RR}u=\sum_j\lambda_j|c_j|^2\le\mu\|u\|^2 .$$

If $v\neq0$ satisfies $P_{RR}v=\mu v$, then $\|Cv\|^2=v^\dagger P_{RR}v=\mu\|v\|^2$, so $\mu\ge0$.

Now let $\psi$ be normalized and occupied, with $w=w_R(\psi)=\|\psi_R\|^2$. Both cross terms below equal $w^2$, since $\psi_R^\dagger C^\dagger\psi=w$:

$$0\le\|C\psi_R-w\psi\|^2=\psi_R^\dagger P_{RR}\psi_R-2w^2+w^2 .$$

Therefore $w^2\le\psi_R^\dagger P_{RR}\psi_R\le\mu w$. If $w>0$, division gives $w\le\mu$; if $w=0$, this is $\mu\ge0$.

For $\mu>0$, the state $Cv$ is occupied and has total weight $\mu\|v\|^2$. Its restriction is $P_{RR}v=\mu v$, with weight $\mu^2\|v\|^2$. After normalization its weight in $R$ is $\mu$. For $\mu=0$, every normalized occupied state has weight $0$ in $R$, and one exists because $P\ne0$.

The weights inside and outside $R$ add to one, so the least outside weight is $1-\mu$. If $\mu=1$, a minimizing state has no outside weight and vanishes there. Conversely, a nonzero occupied state vanishing outside $R$ can be normalized, which gives $1-\mu\le0$; since $1-\mu$ is itself a weight, $\mu=1$.

## Three sites by hand

On sites $0,1,2$, let $P$ project onto the states whose amplitudes sum to zero: its diagonal entries are $2/3$ and the others $-1/3$.

- For $R=\{0\}$, $\mu=2/3$. The column $(2/3,-1/3,-1/3)$ has total weight $2/3$ and weight $4/9$ on site $0$, a fraction of $2/3$. At least one third always leaks out.
- For $R=\{0,1\}$, the block has eigenvalues $1$ and $1/3$. The occupied state $(1,-1,0)/\sqrt2$ fits exactly.

## States, regions and blocks in Lean

The type `n` is the set of sites, and a state is a function `n → ℂ`.

```lean
import Mathlib

open Matrix

namespace LocalizationRegion

noncomputable section

variable {n : Type*}
```

The weight is defined for any state, normalized or not.

```lean
/-- The weight of a state `ψ` inside the region `R`: the sum of `|ψ i|²` over the sites of `R`. -/
def weight (R : Finset n) (ψ : n → ℂ) : ℝ := ∑ i ∈ R, ‖ψ i‖ ^ 2
```

The next three definitions are $\psi_R$, $P_{RR}$ and $C$.

```lean
/-- The restriction of a state to the sites of `R`. -/
def restrict (R : Finset n) (ψ : n → ℂ) : R → ℂ := fun i => ψ i

/-- The block `P_RR` of a matrix `P`, with both indices in the region `R`. -/
def block (P : Matrix n n ℂ) (R : Finset n) : Matrix R R ℂ :=
  P.submatrix Subtype.val Subtype.val

/-- The columns of `P` that belong to sites of `R`, kept at full length. -/
def columns (P : Matrix n n ℂ) (R : Finset n) : Matrix n R ℂ :=
  P.submatrix id Subtype.val
```

Eigenvalues are specified by nonzero eigenvectors. Taking only real ones loses nothing here, since the block is Hermitian.

```lean
/-- The real eigenvalues of the block `P_RR`. -/
def blockEigenvalues (P : Matrix n n ℂ) (R : Finset n) : Set ℝ :=
  {μ | ∃ v : R → ℂ, v ≠ 0 ∧ block P R *ᵥ v = (μ : ℂ) • v}
```

From here on the set of sites is finite. Normalization is the condition `weight Finset.univ ψ = 1`.

```lean
variable [Fintype n]

/-- The weights inside `R` of all normalized states `ψ` with `P ψ = ψ`. -/
def occupiedWeights (P : Matrix n n ℂ) (R : Finset n) : Set ℝ :=
  {w | ∃ ψ : n → ℂ, P *ᵥ ψ = ψ ∧ weight Finset.univ ψ = 1 ∧ weight R ψ = w}
```

## Norms and column overlaps

Two lemmas connect the total weight with the inner product and show that the total weight is positive for nonzero states.

```lean
/-- The inner product of a state with itself is its total weight. -/
theorem dot_self (ψ : n → ℂ) : star ψ ⬝ᵥ ψ = ((weight Finset.univ ψ : ℝ) : ℂ) := by
  simp only [weight, dotProduct, Pi.star_apply, Complex.ofReal_sum, Complex.ofReal_pow]
  exact Finset.sum_congr rfl fun i _ => Complex.conj_mul' _

/-- A nonzero state has positive total weight. -/
theorem weight_pos {ψ : n → ℂ} (h : ψ ≠ 0) : 0 < weight Finset.univ ψ := by
  obtain ⟨i, hi⟩ := Function.ne_iff.1 h
  have hi' : 0 < ‖ψ i‖ := norm_pos_iff.2 hi
  exact Finset.sum_pos' (fun _ _ => sq_nonneg _) ⟨i, Finset.mem_univ i, pow_pos hi' 2⟩
```

The next lemma normalizes: it rescales $\psi$ by the inverse root of its total weight, which turns a fraction of weight into a member of `occupiedWeights`.

```lean
/-- For a nonzero state with `P ψ = ψ`, the fraction of its weight inside `R` is the weight
inside `R` of some normalized state in the range of `P`. -/
theorem fraction_mem {P : Matrix n n ℂ} (R : Finset n) {ψ : n → ℂ} (hψ : P *ᵥ ψ = ψ)
    (h0 : ψ ≠ 0) : weight R ψ / weight Finset.univ ψ ∈ occupiedWeights P R := by
  have h := weight_pos h0
  obtain ⟨c, hc⟩ : ∃ c : ℂ, ‖c‖ ^ 2 = (weight Finset.univ ψ)⁻¹ :=
    ⟨(((√(weight Finset.univ ψ))⁻¹ : ℝ) : ℂ), by
      rw [Complex.norm_real, Real.norm_eq_abs, sq_abs, inv_pow, Real.sq_sqrt h.le]⟩
  have hs : ∀ S : Finset n, weight S (c • ψ) = (weight Finset.univ ψ)⁻¹ * weight S ψ := by
    intro S
    rw [← hc]
    simp only [weight, Pi.smul_apply, smul_eq_mul, norm_mul, mul_pow, Finset.mul_sum]
  exact ⟨c • ψ, by rw [mulVec_smul, hψ], by rw [hs, inv_mul_cancel₀ h.ne'],
    by rw [hs]; ring⟩
```

The two identities for $C$ follow entry by entry, with `hH.apply` replacing $\overline{P_{ki}}$ by $P_{ik}$.

```lean
/-- For a Hermitian projector, the overlaps of the columns in `R` form the block `P_RR`, and the
overlaps of these columns with a state in the range of `P` are its amplitudes on `R`. -/
theorem columns_overlap {P : Matrix n n ℂ} (hH : P.IsHermitian) (hI : P * P = P)
    (R : Finset n) : (columns P R)ᴴ * columns P R = block P R ∧
      ∀ ψ, P *ᵥ ψ = ψ → (columns P R)ᴴ *ᵥ ψ = restrict R ψ := by
  constructor
  · ext i j
    refine Eq.trans ?_ (congrFun (congrFun hI i.1) j.1)
    rw [mul_apply, mul_apply]
    refine Finset.sum_congr rfl fun k _ => ?_
    change star (P k i.1) * P k j.1 = P i.1 k * P k j.1
    rw [hH.apply]
  · intro ψ hψ
    ext i
    refine Eq.trans ?_ (congrFun hψ i.1)
    change ∑ k, star (P k i.1) * ψ k = ∑ k, P i.1 k * ψ k
    exact Finset.sum_congr rfl fun k _ => by rw [hH.apply]
```

Here `h1` and `h2` evaluate the inner products in the cross terms, `h3` gives the quadratic form and `h4` the normalization. `h7` is the nonnegativity of the squared norm, and `nlinarith` extracts $w^2\le\psi_R^\dagger P_{RR}\psi_R$.

```lean
/-- For a Hermitian projector, the squared weight in `R` of a normalized state in its range is at
most the expectation value of `P_RR` in the restricted state. -/
theorem weight_sq_le {P : Matrix n n ℂ} (hH : P.IsHermitian) (hI : P * P = P) (R : Finset n)
    {ψ : n → ℂ} (hψ : P *ᵥ ψ = ψ) (hn : weight Finset.univ ψ = 1) :
    weight R ψ ^ 2 ≤ (star (restrict R ψ) ⬝ᵥ (block P R *ᵥ restrict R ψ)).re := by
  obtain ⟨hG, hC⟩ := columns_overlap hH hI R
  have hv : star (restrict R ψ) ⬝ᵥ restrict R ψ = ((weight R ψ : ℝ) : ℂ) := by
    rw [dot_self]
    exact congrArg _ (Finset.sum_coe_sort R fun i => ‖ψ i‖ ^ 2)
  have h1 : star (columns P R *ᵥ restrict R ψ) ⬝ᵥ ψ = ((weight R ψ : ℝ) : ℂ) := by
    rw [star_mulVec, ← dotProduct_mulVec, hC ψ hψ, hv]
  have h2 : star ψ ⬝ᵥ (columns P R *ᵥ restrict R ψ) = ((weight R ψ : ℝ) : ℂ) := by
    have h := star_mulVec (columns P R)ᴴ ψ
    rw [hC ψ hψ, conjTranspose_conjTranspose] at h
    rw [dotProduct_mulVec, ← h, hv]
  have h3 : star (columns P R *ᵥ restrict R ψ) ⬝ᵥ (columns P R *ᵥ restrict R ψ)
      = star (restrict R ψ) ⬝ᵥ (block P R *ᵥ restrict R ψ) := by
    rw [star_mulVec, ← dotProduct_mulVec, mulVec_mulVec, hG]
  have h4 : star ψ ⬝ᵥ ψ = 1 := by rw [dot_self, hn, Complex.ofReal_one]
  -- expand the squared norm of the difference `C ψ_R - w ψ`, which is nonnegative
  have h5 := dot_self (columns P R *ᵥ restrict R ψ - ((weight R ψ : ℝ) : ℂ) • ψ)
  simp only [star_sub, star_smul, sub_dotProduct, dotProduct_sub, smul_dotProduct,
    dotProduct_smul, h1, h2, h3, h4, smul_eq_mul, Complex.star_def, Complex.conj_ofReal] at h5
  have h6 := congrArg Complex.re h5
  simp only [Complex.sub_re, Complex.re_ofReal_mul, Complex.ofReal_re, Complex.one_re] at h6
  have h7 : 0 ≤ weight Finset.univ
      (columns P R *ᵥ restrict R ψ - ((weight R ψ : ℝ) : ℂ) • ψ) :=
    Finset.sum_nonneg fun _ _ => sq_nonneg _
  nlinarith
```

## The top eigenvalue

`Finite.exists_max` selects the largest eigenvalue. `e1` and `e2` expand the quadratic form and the norm in the eigenbasis, and the sums are compared term by term.

```lean
variable [DecidableEq n]

/-- A Hermitian matrix on a nonempty set of sites has a real eigenvalue `μ` that bounds its
quadratic form by `μ` times the total weight. -/
theorem exists_top_eigenvalue [Nonempty n] {A : Matrix n n ℂ} (hA : A.IsHermitian) :
    ∃ μ : ℝ, (∃ v : n → ℂ, v ≠ 0 ∧ A *ᵥ v = (μ : ℂ) • v) ∧
      ∀ v : n → ℂ, (star v ⬝ᵥ (A *ᵥ v)).re ≤ μ * weight Finset.univ v := by
  obtain ⟨k, hk⟩ := Finite.exists_max hA.eigenvalues
  let b := hA.eigenvectorBasis
  have he : ∀ j, A *ᵥ (b j).ofLp = ((hA.eigenvalues j : ℝ) : ℂ) • (b j).ofLp := fun j =>
    (hA.mulVec_eigenvectorBasis j).trans (by ext i; simp [b])
  refine ⟨hA.eigenvalues k, ⟨(b k).ofLp, fun h => b.orthonormal.ne_zero k ?_, he k⟩,
    fun v => ?_⟩
  · ext i
    exact congrFun h i
  -- expand the quadratic form and the norm in the eigenbasis
  have hxy : ∀ u w : EuclideanSpace ℂ n, inner ℂ u w = star u.ofLp ⬝ᵥ w.ofLp := fun u w => by
    rw [EuclideanSpace.inner_eq_star_dotProduct, dotProduct_comm]
  let x : EuclideanSpace ℂ n := WithLp.toLp 2 v
  let y : EuclideanSpace ℂ n := WithLp.toLp 2 (A *ᵥ v)
  have hj : ∀ j, inner ℂ (b j) y = ((hA.eigenvalues j : ℝ) : ℂ) * inner ℂ (b j) x := by
    intro j
    rw [hxy, hxy]
    change star (b j).ofLp ⬝ᵥ (A *ᵥ v) = _ * (star (b j).ofLp ⬝ᵥ v)
    have h := star_mulVec A (b j).ofLp
    rw [hA.eq, he j] at h
    rw [dotProduct_mulVec, ← h, star_smul, smul_dotProduct, smul_eq_mul, Complex.star_def,
      Complex.conj_ofReal]
  have e1 : star v ⬝ᵥ (A *ᵥ v)
      = ((∑ j, hA.eigenvalues j * ‖inner ℂ (b j) x‖ ^ 2 : ℝ) : ℂ) := by
    refine (hxy x y).symm.trans ?_
    rw [← b.sum_inner_mul_inner x y, Complex.ofReal_sum]
    refine Finset.sum_congr rfl fun j _ => ?_
    rw [hj, ← inner_conj_symm x (b j), Complex.ofReal_mul, Complex.ofReal_pow,
      ← Complex.conj_mul']
    ring
  have e2 : ((weight Finset.univ v : ℝ) : ℂ) = ((∑ j, ‖inner ℂ (b j) x‖ ^ 2 : ℝ) : ℂ) := by
    rw [← dot_self]
    refine (hxy x x).symm.trans ?_
    rw [← b.sum_inner_mul_inner x x, Complex.ofReal_sum]
    refine Finset.sum_congr rfl fun j _ => ?_
    rw [← inner_conj_symm x (b j), Complex.ofReal_pow]
    exact Complex.conj_mul' _
  rw [e1, Complex.ofReal_re, Complex.ofReal_injective e2, Finset.mul_sum]
  exact Finset.sum_le_sum fun j _ => mul_le_mul_of_nonneg_right (hk j) (sq_nonneg _)
```

`IsGreatest` means that a number belongs to the set and bounds it from above, so the theorem includes attainment. In the proof, `hN` is $\|Cv\|^2=\mu\|v\|^2$ and `ub` is the upper bound. The case split on $\mu$ supplies the attaining state. The last part applies the quadratic-form bound to any other eigenvector.

```lean
/-- For a nonzero Hermitian projector `P` and a nonempty region `R`, the largest weight inside `R`
of a normalized state in the range of `P` equals the largest eigenvalue of `P_RR`. -/
theorem max_weight_eq_max_eigenvalue {P : Matrix n n ℂ} (hH : P.IsHermitian) (hI : P * P = P)
    (hP : P ≠ 0) {R : Finset n} (hR : R.Nonempty) :
    ∃ μ : ℝ, IsGreatest (occupiedWeights P R) μ ∧ IsGreatest (blockEigenvalues P R) μ := by
  obtain ⟨r, hr⟩ := hR
  have : Nonempty R := ⟨⟨r, hr⟩⟩
  have hB : (block P R).IsHermitian := hH.submatrix _
  obtain ⟨μ, ⟨v, hv0, hv⟩, hq⟩ := exists_top_eigenvalue hB
  have hvp := weight_pos hv0
  have hN : weight Finset.univ (columns P R *ᵥ v) = μ * weight Finset.univ v := by
    apply Complex.ofReal_injective
    rw [← dot_self, star_mulVec, ← dotProduct_mulVec, mulVec_mulVec,
      (columns_overlap hH hI R).1, hv, dotProduct_smul, dot_self, smul_eq_mul,
      Complex.ofReal_mul]
  have hμ : 0 ≤ μ := by
    by_contra h
    have h1 := mul_neg_of_neg_of_pos (not_le.1 h) hvp
    have h2 : 0 ≤ weight Finset.univ (columns P R *ᵥ v) :=
      Finset.sum_nonneg fun _ _ => sq_nonneg _
    linarith
  -- no normalized occupied state has more weight in `R` than `μ`
  have ub : ∀ w ∈ occupiedWeights P R, w ≤ μ := by
    rintro _ ⟨ψ, hψ, hn, rfl⟩
    have h1 := weight_sq_le hH hI R hψ hn
    have h2 := hq (restrict R ψ)
    have h3 : weight Finset.univ (restrict R ψ) = weight R ψ :=
      Finset.sum_coe_sort R fun i => ‖ψ i‖ ^ 2
    rw [h3] at h2
    by_contra h
    have h4 := not_le.1 h
    nlinarith [mul_pos (sub_pos.2 h4) (hμ.trans_lt h4)]
  refine ⟨μ, ⟨?_, ub⟩, ⟨v, hv0, hv⟩, ?_⟩
  · rcases hμ.eq_or_lt with h0 | hpos
    · -- if `μ = 0`, every normalized occupied state attains it
      obtain ⟨u, hu⟩ : ∃ u, P *ᵥ u ≠ 0 := by
        by_contra! h
        exact hP (by ext i j; simpa using congrFun (h (Pi.single j 1)) i)
      have hm := fraction_mem (P := P) R (ψ := P *ᵥ u) (by rw [mulVec_mulVec, hI]) hu
      have h1 : 0 ≤ weight R (P *ᵥ u) := Finset.sum_nonneg fun _ _ => sq_nonneg _
      have h2 := div_nonneg h1 (weight_pos hu).le
      rwa [le_antisymm (ub _ hm) (by rw [← h0]; exact h2)] at hm
    · -- otherwise the top eigenvector, extended by zero, projected by `P` and normalized, attains it
      have hPC : P * columns P R = columns P R := by
        ext i j
        exact congrFun (congrFun hI i) j.1
      have hne : columns P R *ᵥ v ≠ 0 := by
        intro h
        have hz : weight Finset.univ (0 : n → ℂ) = 0 := by simp [weight]
        rw [h, hz] at hN
        linarith [mul_pos hpos hvp]
      have hW : weight R (columns P R *ᵥ v) = μ ^ 2 * weight Finset.univ v := by
        refine (Finset.sum_coe_sort R fun i => ‖(columns P R *ᵥ v) i‖ ^ 2).symm.trans ?_
        simp only [weight, Finset.mul_sum]
        refine Finset.sum_congr rfl fun i _ => ?_
        change ‖(block P R *ᵥ v) i‖ ^ 2 = _
        rw [hv, Pi.smul_apply, smul_eq_mul, norm_mul, mul_pow, Complex.norm_real,
          Real.norm_eq_abs, sq_abs]
      have hm := fraction_mem (P := P) R (by rw [mulVec_mulVec, hPC]) hne
      have hf : μ ^ 2 * weight Finset.univ v / (μ * weight Finset.univ v) = μ := by
        have h1 := hpos.ne'
        have h2 := hvp.ne'
        field_simp
      rwa [hW, hN, hf] at hm
  · rintro ν ⟨u, hu0, hu⟩
    have h := hq u
    rw [hu, dotProduct_smul, dot_self, smul_eq_mul, ← Complex.ofReal_mul,
      Complex.ofReal_re] at h
    exact le_of_mul_le_mul_right h (weight_pos hu0)
```

## Leakage and exact confinement

Both theorems below take $\mu$ as the greatest block eigenvalue. This already forces $R$ to be nonempty, because an eigenvector on $R$ exists. The first uses the sum of complementary weights, `hs`.

```lean
/-- For a nonzero Hermitian projector `P`, if `μ` is the largest eigenvalue of `P_RR`, then the
least weight outside `R` of a normalized state in the range of `P` is `1 - μ`. -/
theorem least_leakage {P : Matrix n n ℂ} (hH : P.IsHermitian) (hI : P * P = P) (hP : P ≠ 0)
    {R : Finset n} {μ : ℝ} (hμ : IsGreatest (blockEigenvalues P R) μ) :
    IsLeast (occupiedWeights P Rᶜ) (1 - μ) := by
  obtain ⟨v, hv0, _⟩ := hμ.1
  obtain ⟨i, _⟩ := Function.ne_iff.1 hv0
  obtain ⟨ν, h1, h2⟩ := max_weight_eq_max_eigenvalue hH hI hP ⟨i.1, i.2⟩
  have hνμ : ν = μ := h2.unique hμ
  rw [hνμ] at h1
  have hs : ∀ ψ : n → ℂ, weight R ψ + weight Rᶜ ψ = weight Finset.univ ψ := fun ψ =>
    Finset.sum_add_sum_compl R fun i => ‖ψ i‖ ^ 2
  constructor
  · obtain ⟨ψ, hψ, hn, hw⟩ := h1.1
    exact ⟨ψ, hψ, hn, by linarith [hs ψ]⟩
  · rintro _ ⟨ψ, hψ, hn, rfl⟩
    have h := h1.2 ⟨ψ, hψ, hn, rfl⟩
    linarith [hs ψ]
```

The second reads off vanishing amplitudes from a zero sum of squares, and uses `fraction_mem` for the converse.

```lean
/-- For a nonzero Hermitian projector `P`, the largest eigenvalue of `P_RR` is `1` if and only if
some nonzero state in the range of `P` vanishes outside `R`. -/
theorem max_eigenvalue_eq_one_iff {P : Matrix n n ℂ} (hH : P.IsHermitian) (hI : P * P = P)
    (hP : P ≠ 0) {R : Finset n} {μ : ℝ} (hμ : IsGreatest (blockEigenvalues P R) μ) :
    μ = 1 ↔ ∃ ψ : n → ℂ, ψ ≠ 0 ∧ P *ᵥ ψ = ψ ∧ ∀ i, i ∉ R → ψ i = 0 := by
  obtain ⟨⟨ψ, hψ, hn, hw⟩, hl⟩ := least_leakage hH hI hP hμ
  constructor
  · intro h
    rw [h, sub_self] at hw
    refine ⟨ψ, ?_, hψ, fun i hi => ?_⟩
    · rintro rfl
      simp [weight] at hn
    · have h1 := (Finset.sum_eq_zero_iff_of_nonneg fun i _ => sq_nonneg ‖ψ i‖).1 hw i
        (Finset.mem_compl.2 hi)
      simpa using h1
  · rintro ⟨φ, h0, hφ, hout⟩
    have hz : weight Rᶜ φ = 0 :=
      Finset.sum_eq_zero fun i hi => by simp [hout i (Finset.mem_compl.1 hi)]
    have h1 := hl (fraction_mem Rᶜ hφ h0)
    rw [hz, zero_div] at h1
    have h2 : 0 ≤ weight Rᶜ ψ := Finset.sum_nonneg fun _ _ => sq_nonneg _
    linarith
```

For non-interacting electrons in a finite orthonormal basis of spin-orbitals, with every level either filled or empty, $P$ is the one-particle density matrix, and $1-\mu$ is the least weight that any occupied orbital must leave outside the region. This concerns the best single orbital; it does not say whether a whole localized basis of the occupied space fits its regions. A non-orthogonal basis would require the overlap matrix.

## The bonding orbital

For the normalized orbital $(1,1)/\sqrt2$ and the first site as region, the block is the single number $1/2$. `key` shows that it multiplies every vector by $1/2$, so no other eigenvalue occurs.

```lean
/-- The projector onto the equal-amplitude, equal-phase orbital of two sites. -/
def bond : Matrix (Fin 2) (Fin 2) ℂ := !![1/2, 1/2; 1/2, 1/2]

/-- The matrix `bond` is a nonzero Hermitian projector, and its block on the first site has
largest eigenvalue `1/2`. -/
theorem bond_witness : bond.IsHermitian ∧ bond * bond = bond ∧ bond ≠ 0 ∧
    IsGreatest (blockEigenvalues bond {0}) (1 / 2) := by
  have key : ∀ u : ({0} : Finset (Fin 2)) → ℂ,
      block bond {0} *ᵥ u = ((1 / 2 : ℝ) : ℂ) • u := by
    intro u
    ext i
    have hi : ∀ j : ({0} : Finset (Fin 2)), j = ⟨0, Finset.mem_singleton_self 0⟩ :=
      fun j => Subtype.ext (Finset.mem_singleton.1 j.2)
    rw [hi i]
    change ∑ j, block bond {0} ⟨0, Finset.mem_singleton_self 0⟩ j * u j = _
    rw [Fintype.sum_eq_single ⟨0, Finset.mem_singleton_self 0⟩ fun j hj => absurd (hi j) hj]
    simp [block, bond]
  refine ⟨?_, ?_, ?_, ⟨fun _ => 1, ?_, key _⟩, ?_⟩
  · ext i j
    fin_cases i <;> fin_cases j <;> simp [bond, conjTranspose_apply]
  · ext i j
    fin_cases i <;> fin_cases j <;> simp [bond, mul_apply, Fin.sum_univ_succ] <;> norm_num
  · intro h
    have h1 := congrFun (congrFun h 0) 0
    simp [bond] at h1
  · intro h
    exact one_ne_zero (congrFun h ⟨0, Finset.mem_singleton_self 0⟩)
  · rintro ν ⟨u, hu0, hu⟩
    rw [key] at hu
    obtain ⟨i, hi⟩ := Function.ne_iff.1 hu0
    have hi' : u i ≠ 0 := hi
    have h1 : ((1 / 2 : ℝ) : ℂ) * u i = (ν : ℂ) * u i := congrFun hu i
    exact (Complex.ofReal_injective (mul_right_cancel₀ hi' h1)).ge

end

end LocalizationRegion
```

```lean
#print axioms LocalizationRegion.max_weight_eq_max_eigenvalue
-- 'LocalizationRegion.max_weight_eq_max_eigenvalue' depends on axioms: [propext, Classical.choice, Quot.sound]
#print axioms LocalizationRegion.max_eigenvalue_eq_one_iff
-- 'LocalizationRegion.max_eigenvalue_eq_one_iff' depends on axioms: [propext, Classical.choice, Quot.sound]
```
